# For Hermitian H, two Crank-Nicolson steps of length τ ≠ 0 equal one step of length 2τ only if H = 0

To ask whether two Crank-Nicolson time steps of a quantum system compose to one longer step, we must choose what a step is when it contains an inverse. Here it is a matrix built with Mathlib's matrix inverse, which is defined for every square matrix but returns zero for a singular one, so invertibility has to be proved. With ħ = 1 and a time-independent Hamiltonian H, the step is

C(t) = (1 + i t H/2)⁻¹ (1 − i t H/2).

Exact evolution U(t) = exp(−i t H) obeys U(s)U(t) = U(s+t). The question is when C does the same.

The Hamiltonian is a complex matrix `H : Matrix n n ℂ` over a finite index type `n`, and times are real. Passing from a Hamiltonian on an infinite-dimensional space to such a matrix, by a grid or an orthonormal basis, is a separate approximation.

In Lean 4 with Mathlib:

```lean
import Mathlib

open Matrix
open scoped ComplexOrder

namespace CrankNicolsonGroupLaw

noncomputable section

variable {n : Type*} [Fintype n] [DecidableEq n]
```

The factor to be inverted is 1 + i t H/2.

```lean
/-- The implicit factor `1 + i t H / 2` of a Crank-Nicolson step of length `t`. -/
def implicitFactor (H : Matrix n n ℂ) (t : ℝ) : Matrix n n ℂ :=
  1 + (Complex.I * t / 2) • H
```

The name `propagator` denotes the approximate step C(t), not the exact U(t).

```lean
/-- The Crank-Nicolson propagator `C(t) = (1 + i t H / 2)⁻¹ (1 - i t H / 2)`, meant for
matrices `H` and times `t` for which `1 + i t H / 2` is invertible. -/
def propagator (H : Matrix n n ℂ) (t : ℝ) : Matrix n n ℂ :=
  (implicitFactor H t)⁻¹ * (1 - (Complex.I * t / 2) • H)
```

For Hermitian H the inverse is genuine. Put A = i t H/2, so that A† = −A, and suppose (1 + A)v = 0. Then Av = −v, and taking the adjoint gives v†A = v†. Evaluating v†Av in both ways,

−v†v = v†Av = v†v,

so v†v = 0 and v = 0. The proof takes a non-zero null vector from a vanishing determinant and reaches this contradiction; `hskew` is A† = −A.

```lean
/-- For a Hermitian Hamiltonian the implicit factor has an invertible determinant at every
real time step. -/
theorem isUnit_det_implicitFactor {H : Matrix n n ℂ} (hH : H.IsHermitian) (t : ℝ) :
    IsUnit (implicitFactor H t).det := by
  rw [isUnit_iff_ne_zero]
  intro h0
  obtain ⟨v, hv, hMv⟩ := Matrix.exists_mulVec_eq_zero_iff.mpr h0
  obtain ⟨A, hA⟩ : ∃ A : Matrix n n ℂ, A = (Complex.I * t / 2) • H := ⟨_, rfl⟩
  have hskew : Aᴴ = -A := by
    rw [hA, Matrix.conjTranspose_smul, hH.eq, ← neg_smul]
    congr 1
    apply Complex.ext <;> simp
    ring
  -- a null vector satisfies A v = -v, while v† A = v†
  rw [implicitFactor, ← hA, Matrix.add_mulVec, Matrix.one_mulVec] at hMv
  have hAv : A *ᵥ v = -v := eq_neg_of_add_eq_zero_right hMv
  have h1 := Matrix.star_mulVec A v
  rw [hAv, hskew, Matrix.vecMul_neg, star_neg] at h1
  have hleft : star v ᵥ* A = star v := (neg_injective h1).symm
  have key := Matrix.dotProduct_mulVec (star v) A v
  rw [hAv, hleft, dotProduct_neg] at key
  have hzero : star v ⬝ᵥ v = 0 := by linear_combination (-1 / 2 : ℂ) * key

  exact hv (dotProduct_star_self_eq_zero.mp hzero)
```

Multiplying the definition by the implicit factor therefore gives the matrix form of the linear system that is solved for the new state vector in each step:

(1 + i t H/2) C(t) = 1 − i t H/2.

```lean
/-- The Crank-Nicolson equation: for Hermitian `H` the propagator solves
`(1 + i t H / 2) C(t) = 1 - i t H / 2`. -/
theorem implicitFactor_mul_propagator {H : Matrix n n ℂ} (hH : H.IsHermitian) (t : ℝ) :
    implicitFactor H t * propagator H t = 1 - (Complex.I * t / 2) • H := by
  rw [propagator, ← mul_assoc,
    Matrix.mul_nonsing_inv _ (isUnit_det_implicitFactor hH t), one_mul]
```

Now compare C(s)C(t) with C(s+t). Write a = i s H/2 and b = i t H/2, which commute. Multiplying the difference by (1+a)(1+b)(1+a+b) removes all inverses and leaves

(1+a+b)(1−a)(1−b) − (1+a)(1+b)(1−a−b).

With u = a+b and p = ab this is

(1+u)(1−u+p) − (1+u+p)(1−u) = 2up = 2ab(a+b) = −(i/4) s t (s+t) H³.

In the proof, `c1` and `c2` reorder commuting factors, `e1` and `e2` clear the inverses from the two terms, and the final `module` compares coefficients of powers of H.

```lean
/-- The exact defect of the group law for Hermitian `H`: after multiplication by the three
implicit factors, `C(s) C(t) - C(s + t)` becomes `-(i/4) s t (s + t) H³`. -/
theorem group_law_defect {H : Matrix n n ℂ} (hH : H.IsHermitian) (s t : ℝ) :
    implicitFactor H s * implicitFactor H t * implicitFactor H (s + t) *
        (propagator H s * propagator H t - propagator H (s + t)) =
      (-(Complex.I / 4) * (s * t * (s + t))) • H ^ 3 := by
  have hs := implicitFactor_mul_propagator hH s
  have ht := implicitFactor_mul_propagator hH t
  have hu := implicitFactor_mul_propagator hH (s + t)
  -- all factors are polynomials in H and commute
  have c1 : implicitFactor H s * implicitFactor H t * implicitFactor H (s + t) =
      implicitFactor H (s + t) * implicitFactor H t * implicitFactor H s := by
    simp only [implicitFactor, Complex.ofReal_add, mul_add, add_mul, mul_one, one_mul,
      Matrix.smul_mul, Matrix.mul_smul, mul_assoc]
    module
  have c2 : implicitFactor H t * (1 - (Complex.I * s / 2) • H) =
      (1 - (Complex.I * s / 2) • H) * implicitFactor H t := by
    simp only [implicitFactor, mul_add, add_mul, mul_sub, sub_mul, mul_one, one_mul,
      Matrix.smul_mul, Matrix.mul_smul]
    module
  have e1 : implicitFactor H s * implicitFactor H t * implicitFactor H (s + t) *
      (propagator H s * propagator H t) = implicitFactor H (s + t) *
        ((1 - (Complex.I * s / 2) • H) * (1 - (Complex.I * t / 2) • H)) := by
    calc _ = implicitFactor H (s + t) *
          ((implicitFactor H t * (implicitFactor H s * propagator H s)) * propagator H t) := by
          rw [c1]
          simp only [mul_assoc]
      _ = implicitFactor H (s + t) *
          ((1 - (Complex.I * s / 2) • H) * (implicitFactor H t * propagator H t)) := by
          rw [hs, c2, mul_assoc (1 - (Complex.I * s / 2) • H)]
      _ = _ := by rw [ht]
  have e2 : implicitFactor H s * implicitFactor H t * implicitFactor H (s + t) *
      propagator H (s + t) = implicitFactor H s * implicitFactor H t *
        (1 - (Complex.I * (s + t : ℝ) / 2) • H) := by
    rw [mul_assoc (implicitFactor H s * implicitFactor H t), hu]
  have hc : -(Complex.I / 4) * (s * t * (s + t)) =
      2 * (Complex.I * s / 2) * (Complex.I * t / 2) * (Complex.I * (s + t) / 2) := by
    linear_combination (-(Complex.I / 4) * (s * t * (s + t))) * Complex.I_sq
  -- only the cubic term survives
  rw [mul_sub, e1, e2, hc]
  simp only [implicitFactor, Complex.ofReal_add, mul_add, add_mul, mul_sub, sub_mul, mul_one,
    one_mul, Matrix.smul_mul, Matrix.mul_smul, pow_succ, pow_zero, mul_assoc]
  module
```

If H is Hermitian and H³ = 0, then

(H²)†H² = H⁴ = 0, hence H² = 0,

H†H = H² = 0, hence H = 0.

Both lines use the fact that M†M = 0 forces M = 0.

```lean
/-- A Hermitian matrix whose cube vanishes is zero. -/
theorem eq_zero_of_cube_eq_zero {H : Matrix n n ℂ} (hH : H.IsHermitian) (h : H ^ 3 = 0) :
    H = 0 := by
  have h4 : (H * H)ᴴ * (H * H) = 0 := by
    rw [Matrix.conjTranspose_mul, hH.eq]
    calc H * H * (H * H) = H ^ 3 * H := by
          simp only [pow_succ, pow_zero, one_mul, mul_assoc]
      _ = 0 := by rw [h, zero_mul]
  have h2 : H * H = 0 := Matrix.conjTranspose_mul_self_eq_zero.mp h4
  apply Matrix.conjTranspose_mul_self_eq_zero.mp
  rw [hH.eq, h2]
```

If the group law holds for one pair s, t, the defect is zero, so s t (s+t) H³ = 0. When s, t and s+t are all non-zero, H³ = 0 and thus H = 0. Conversely, H = 0 gives C = 1 at all times. If one of the three times vanishes, so does the defect, and the law holds for every Hermitian H.

```lean
/-- For Hermitian `H` and real times with `s`, `t` and `s + t` all non-zero, the
Crank-Nicolson propagator obeys `C(s) C(t) = C(s + t)` if and only if `H = 0`. -/
theorem group_law_iff {H : Matrix n n ℂ} (hH : H.IsHermitian) {s t : ℝ}
    (hs : s ≠ 0) (ht : t ≠ 0) (hst : s + t ≠ 0) :
    propagator H s * propagator H t = propagator H (s + t) ↔ H = 0 := by
  constructor
  · intro h
    have d := group_law_defect hH s t
    rw [h, sub_self, mul_zero] at d
    have hs' : (s : ℂ) ≠ 0 := by exact_mod_cast hs
    have ht' : (t : ℂ) ≠ 0 := by exact_mod_cast ht
    have hst' : (s : ℂ) + t ≠ 0 := by exact_mod_cast hst
    have hc : -(Complex.I / 4) * (s * t * (s + t)) ≠ 0 :=
      mul_ne_zero (neg_ne_zero.mpr (div_ne_zero Complex.I_ne_zero (by norm_num)))
        (mul_ne_zero (mul_ne_zero hs' ht') hst')
    exact eq_zero_of_cube_eq_zero hH ((smul_eq_zero.mp d.symm).resolve_left hc)
  · rintro rfl
    simp [propagator, implicitFactor]
```

Setting s = t = τ ≠ 0 gives

C(τ)² = C(2τ) if and only if H = 0.

For a fixed Hermitian matrix H ≠ 0, replacing two steps of length τ by one step of length 2τ thus changes the evolution matrix over that interval. By the defect formula, a state vector v still evolves identically exactly when Hv = 0, since H³v = 0 implies Hv = 0 for Hermitian H. Any other eigenvector of H acquires a different phase but remains the same physical state, and if H is a multiple of the identity the whole change is a global phase. The result does not say that longer runs with the two step lengths must differ.

```lean
/-- For Hermitian `H` and a non-zero real time step, two Crank-Nicolson steps equal one step
of double length if and only if `H = 0`. -/
theorem two_steps_eq_double_step_iff {H : Matrix n n ℂ} (hH : H.IsHermitian) {τ : ℝ}
    (hτ : τ ≠ 0) : propagator H τ ^ 2 = propagator H (2 * τ) ↔ H = 0 := by
  rw [pow_two, two_mul]
  exact group_law_iff hH hτ hτ (fun h => hτ (by linarith))
```

Four steps behave differently. Let A = iτH/2 and suppose (τH)² = 20, so A² = −5. Since (1+A)(1−A) = 6,

C(τ) = (1−A)²/6 = −(2+A)/3,

C(τ)² = (4A−1)/9,

C(τ)⁴ = −(79+8A)/81.

Likewise (1+4A)(1−4A) = 81, and

C(4τ) = (1−4A)²/81 = −(79+8A)/81.

The number 20 stands for a coincidence of phases: for an energy E with τE = ±2√5, the phase accumulated in four steps differs from that of the single long step by a full turn. Such steps are far too long to be accurate. The proof finds both inverses explicitly, so it needs no Hermiticity.

```lean
/-- If `(τ H)² = 20`, then four Crank-Nicolson steps of length `τ` equal one step of
length `4 τ`. -/
theorem four_steps_eq_quadruple_step {H : Matrix n n ℂ} {τ : ℝ}
    (h : ((τ : ℂ) ^ 2) • (H * H) = (20 : ℂ) • (1 : Matrix n n ℂ)) :
    propagator H τ ^ 4 = propagator H (4 * τ) := by
  obtain ⟨A, hA⟩ : ∃ A : Matrix n n ℂ, A = (Complex.I * τ / 2) • H := ⟨_, rfl⟩
  have hAA : A * A = (-5 : ℂ) • (1 : Matrix n n ℂ) := by
    calc A * A = (-1 / 4 : ℂ) • (((τ : ℂ) ^ 2) • (H * H)) := by
          rw [hA, Matrix.smul_mul, Matrix.mul_smul, smul_smul, smul_smul]
          congr 1
          linear_combination ((τ : ℂ) ^ 2 / 4) * Complex.I_sq
      _ = _ := by
          rw [h, smul_smul]
          norm_num
  -- both inverses are explicit because A² is a number
  have h1 : (1 + A)⁻¹ = (1 / 6 : ℂ) • (1 - A) := Matrix.inv_eq_right_inv (by
    simp only [Matrix.mul_smul, mul_sub, add_mul, one_mul, mul_one, hAA]
    module)
  have h4 : (1 + (4 : ℂ) • A)⁻¹ = (1 / 81 : ℂ) • (1 - (4 : ℂ) • A) :=
    Matrix.inv_eq_right_inv (by
      simp only [Matrix.mul_smul, Matrix.smul_mul, mul_sub, add_mul, one_mul, mul_one, hAA]
      module)
  have hC2 : propagator H τ * propagator H τ = (1 / 9 : ℂ) • ((4 : ℂ) • A - 1) := by
    have hC : propagator H τ = (-1 / 3 : ℂ) • ((2 : ℂ) • (1 : Matrix n n ℂ) + A) := by
      rw [propagator, implicitFactor, ← hA, h1]
      simp only [Matrix.smul_mul, mul_sub, sub_mul, one_mul, mul_one, hAA]
      module
    rw [hC]
    simp only [Matrix.smul_mul, Matrix.mul_smul, mul_add, add_mul, one_mul, mul_one, hAA]
    module
  have e : (Complex.I * (4 * τ : ℝ) / 2) • H = (4 : ℂ) • A := by
    rw [hA, smul_smul]
    congr 1
    push_cast
    ring
  have hpow : propagator H τ ^ 4 =
      (propagator H τ * propagator H τ) * (propagator H τ * propagator H τ) := by
    simp only [pow_succ, pow_zero, one_mul, mul_assoc]
  rw [hpow, hC2, propagator, implicitFactor, e, h4]
  simp only [Matrix.smul_mul, Matrix.mul_smul, mul_sub, sub_mul, one_mul, mul_one, hAA]
  module
```

A concrete case is a two-level system with energies ±2√5, that is, H = 2√5 σ_z.

```lean
/-- The two-level Hamiltonian with diagonal entries `2√5` and `-2√5`. -/
def twoLevel : Matrix (Fin 2) (Fin 2) ℂ :=
  ((2 * √5 : ℝ) : ℂ) • !![1, 0; 0, -1]
```

Because σ_z² = 1, we have H² = 20, and the condition holds with τ = 1. This H is Hermitian and non-zero, yet C(1)⁴ = C(4). Agreement between four steps and one quadruple step therefore does not force H = 0.

```lean
/-- The two-level Hamiltonian `twoLevel` is Hermitian and non-zero, yet four of its
Crank-Nicolson steps of length `1` equal one step of length `4`. -/
theorem four_steps_witness :
    twoLevel.IsHermitian ∧ twoLevel ≠ 0 ∧ propagator twoLevel 1 ^ 4 = propagator twoLevel 4 := by
  refine ⟨Matrix.IsHermitian.ext fun i j => ?_, fun h => ?_, ?_⟩
  · fin_cases i <;> fin_cases j <;> simp [twoLevel]
  · have h00 := congrFun (congrFun h 0) 0
    simp [twoLevel] at h00
  · have hσ : (!![1, 0; 0, -1] : Matrix (Fin 2) (Fin 2) ℂ) * !![1, 0; 0, -1] = 1 := by
      ext i j
      fin_cases i <;> fin_cases j <;> simp [Matrix.mul_apply, Fin.sum_univ_succ]
    have h5 : (2 * √5) * (2 * √5) = (20 : ℝ) := by
      nlinarith [Real.mul_self_sqrt (show (0 : ℝ) ≤ 5 by norm_num)]
    have hsq : twoLevel * twoLevel = (20 : ℂ) • (1 : Matrix (Fin 2) (Fin 2) ℂ) := by
      rw [twoLevel, Matrix.smul_mul, Matrix.mul_smul, smul_smul, hσ, ← Complex.ofReal_mul, h5]
      norm_num
    have h := four_steps_eq_quadruple_step (H := twoLevel) (τ := 1) (by rw [hsq]; simp)
    rwa [mul_one] at h

end

end CrankNicolsonGroupLaw
```

```lean
#print axioms CrankNicolsonGroupLaw.two_steps_eq_double_step_iff
```

```
'CrankNicolsonGroupLaw.two_steps_eq_double_step_iff' depends on axioms: [propext, Classical.choice, Quot.sound]
```
